# Site populations with a fixed sum make the site-resolved polarisability origin independent

Put a molecule in a weak uniform electric field and describe its electrons only by how many sit on each atom, or site. The field moves charge from site to site, and the induced dipole is found by weighting each change of population with the coordinate of its site. Those coordinates are measured from some origin, and so is the potential of the field. A neutral redistribution of charge should give the same polarisability wherever the origin is put. The question is which property of the response kernel guarantees this, and where that property comes from.

## Charge conservation and the choice of origin

Let $H$ have an orthonormal eigenbasis $u_k$ with real energies $E_k$, and let $g$ label the ground state, so that $E_g<E_k$ for $k\neq g$. The Hermitian operator $n_r$ counts the electrons on site $r$. The static response kernel is
$$\chi(r,s)=-2\,\mathrm{Re}\sum_{k\neq g}\frac{\langle u_g,n_r u_k\rangle\langle u_k,n_s u_g\rangle}{E_k-E_g}.$$
In atomic units, a field of strength $F$ gives an electron on site $s$ the potential energy $v_s=Fy_s$, where $y_s$ is the site's coordinate along the field. If the populations change by $\delta n_r=\sum_s\chi(r,s)v_s$, the induced dipole along a direction with site coordinates $x_r$ is $-\sum_r x_r\,\delta n_r=\alpha F$, with
$$\alpha(x,y)=-\sum_{r,s}x_r\,\chi(r,s)\,y_s .$$

The claim is that $\alpha(x+a,y+b)=\alpha(x,y)$ for all real shifts $a,b$, provided that $\sum_r n_r=N\cdot 1$. This condition says that every electron is assigned to the sites exactly once and that the states considered all contain $N$ electrons.

**The kernel is a density response.** For a perturbation $W$, the first-order state is
$$\psi_1=-\sum_{k\neq g}\frac{\langle u_k,Wu_g\rangle}{E_k-E_g}\,u_k .$$
Applying $H-E_g$ multiplies each term by $E_k-E_g$ and cancels its denominator. Completeness gives $Wu_g=\langle u_g,Wu_g\rangle u_g+\sum_{k\neq g}\langle u_k,Wu_g\rangle u_k$, hence
$$(H-E_g)\psi_1=-\bigl(W u_g-\langle u_g,Wu_g\rangle u_g\bigr),$$
which is the Sternheimer equation. Now take $W=\sum_s v_s n_s$. Then
$$\langle u_g,n_r\psi_1\rangle=-\sum_s v_s\sum_{k\neq g}\frac{\langle u_g,n_r u_k\rangle\langle u_k,n_s u_g\rangle}{E_k-E_g}.$$
The first-order change of the population is this number plus $\langle\psi_1,n_r u_g\rangle$, which is its complex conjugate because $n_r$ is Hermitian. The sum is twice the real part, $\sum_s\chi(r,s)v_s$.

**Rows and columns sum to zero.** For $k\neq g$,
$$\sum_s\langle u_k,n_s u_g\rangle=N\langle u_k,u_g\rangle=0,\qquad \sum_r\langle u_g,n_r u_k\rangle=N\langle u_g,u_k\rangle=0 .$$
The first identity gives $\sum_s\chi(r,s)=0$, and the second gives $\sum_r\chi(r,s)=0$. Physically, a constant potential moves no charge, and no potential changes the total charge.

**Shifts drop out.** Expanding the product,
$$\alpha(x+a,y+b)=\alpha(x,y)-b\sum_r x_r\sum_s\chi(r,s)-a\sum_s y_s\sum_r\chi(r,s)-ab\sum_{r,s}\chi(r,s),$$
and the last three terms vanish. Conversely, suppose that a real kernel gives a polarisability unchanged by every shift, whatever the coordinates $x$ and $y$. Taking $x$ equal to 1 on site $r$ and 0 elsewhere, $y=0$, $a=0$ and $b=1$ yields $\sum_s\chi(r,s)=0$. Exchanging the roles of $x$ and $y$ gives the columns.

For atom-condensed response kernels computed in a finite basis, a nonzero row or column sum therefore means that the polarisability depends on the origin for some site coordinates, though for a particular geometry the errors may cancel.

## The kernel and the polarisability in Lean

The state space `S` is a complex inner product space, `ι` labels the energy levels and `R` the sites. Since `ι` is finite and will index an orthonormal basis, `S` is finite-dimensional. It may be a one-electron space or an $N$-electron space built from a finite basis.

```lean
import Mathlib

open Finset
open scoped InnerProductSpace ComplexConjugate

namespace CondensedPolarisability

noncomputable section

variable {S ι R : Type*} [NormedAddCommGroup S] [InnerProductSpace ℂ S]
  [Fintype ι] [DecidableEq ι]
```

The kernel `chi` takes the basis `u`, the levels `E`, the reference state `g` and the site densities `n`. Mathlib's inner product is linear in its second argument, as in Dirac notation, and `univ.erase g` is the set of all levels except $g$.

```lean
/-- The static density response kernel between sites `r` and `s`, as a sum over the states
other than `g`; its domain is `E k ≠ E g` for `k ≠ g`. -/
def chi (u : OrthonormalBasis ι ℂ S) (E : ι → ℝ) (g : ι) (n : R → S →ₗ[ℂ] S) (r s : R) : ℝ :=
  -2 * (∑ k ∈ univ.erase g,
    ⟪u g, n r (u k)⟫_ℂ * ⟪u k, n s (u g)⟫_ℂ / ((E k : ℂ) - E g)).re
```

The first-order state has no component along $u_g$, which is the usual choice of phase and normalisation.

```lean
/-- The first-order change of the state `u g` under a perturbation `W`, as a sum over the
other states; its domain is `E k ≠ E g` for `k ≠ g`. -/
def firstOrder (u : OrthonormalBasis ι ℂ S) (E : ι → ℝ) (g : ι) (W : S →ₗ[ℂ] S) : S :=
  -∑ k ∈ univ.erase g, (⟪u k, W (u g)⟫_ℂ / ((E k : ℂ) - E g)) • u k
```

A potential with one real value per site becomes an operator on `S`.

```lean
/-- The operator `∑ v_r n_r` of a potential with the value `v r` on site `r`. -/
def siteOperator [Fintype R] (n : R → S →ₗ[ℂ] S) (v : R → ℝ) : S →ₗ[ℂ] S :=
  ∑ r, (v r : ℂ) • n r
```

The polarisability is defined for any real kernel and two separate lists of coordinates. Equal lists give a diagonal component of the tensor, and different Cartesian coordinates give an off-diagonal one. With a single coordinate per site, only the flow of charge between sites is described; the polarisation of the density within a site is left out.

```lean
/-- The polarisability of a response kernel for the site coordinates `x` and `y`. -/
def polarisability [Fintype R] (χ : R → R → ℝ) (x y : R → ℝ) : ℝ :=
  -∑ r, ∑ s, x r * χ r s * y s
```

## From the Sternheimer equation to the density response

In the next theorem, `hH` says that the basis vectors are eigenvectors of `H`, and `hgap` says that $g$ is a nondegenerate ground state. The perturbation `W` may be any linear operator.

The step `key` is the cancellation of the denominators, carried out term by term with `div_mul_cancel₀`; the gap ensures that each denominator is nonzero. The expansion `u.sum_repr'` is completeness, from which the term $k=g$ is split off.

```lean
/-- For a ground state below all other levels, the first-order state solves the Sternheimer
equation `(H - E_g) ψ₁ = -(W - ⟨W⟩) u_g`. -/
theorem sternheimer (u : OrthonormalBasis ι ℂ S) (E : ι → ℝ) (g : ι) (H W : S →ₗ[ℂ] S)
    (hH : ∀ k, H (u k) = (E k : ℂ) • u k) (hgap : ∀ k, k ≠ g → E g < E k) :
    H (firstOrder u E g W) - (E g : ℂ) • firstOrder u E g W
      = -(W (u g) - ⟪u g, W (u g)⟫_ℂ • u g) := by
  -- each energy denominator cancels against `H - E_g`
  have key : H (firstOrder u E g W) - (E g : ℂ) • firstOrder u E g W
      = -∑ k ∈ univ.erase g, ⟪u k, W (u g)⟫_ℂ • u k := by
    simp only [firstOrder, map_neg, map_sum, map_smul, hH, smul_neg, Finset.smul_sum]
    rw [neg_sub_neg, ← Finset.sum_sub_distrib, ← Finset.sum_neg_distrib]
    refine Finset.sum_congr rfl fun k hk => ?_
    have hne : (E k : ℂ) - E g ≠ 0 := by
      rw [sub_ne_zero]
      exact_mod_cast (hgap k (Finset.ne_of_mem_erase hk)).ne'
    have h := div_mul_cancel₀ (⟪u k, W (u g)⟫_ℂ) hne
    rw [smul_smul, smul_smul, ← sub_smul, ← neg_smul]
    congr 1
    linear_combination -h
  -- completeness of the eigenbasis
  have hW := u.sum_repr' (W (u g))
  rw [← Finset.add_sum_erase _ _ (Finset.mem_univ g)] at hW
  rw [key, eq_sub_of_add_eq' hW]
```

The density response needs `(n r).IsSymmetric`, Lean's form of Hermiticity, only for the site whose population is observed. The left-hand side is the first-order part of $\langle\psi,n_r\psi\rangle$ for $\psi=u_g+\psi_1$. That $\psi_1$ is the derivative of the exact perturbed ground state is the standard perturbative reading of the Sternheimer equation and is not derived here. That reading needs a nondegenerate ground state, which the theorem itself does not assume.

In the proof, `h1` identifies the two terms as complex conjugates, `h2` expands one of them over sites and levels, and `Complex.add_conj` turns their sum into twice a real part.

```lean
/-- For a Hermitian site density `n r`, the first-order change of its expectation value, computed
from the state `firstOrder` for the site potential `v`, is `∑ χ(r,s) v_s`. -/
theorem density_response [Fintype R] (u : OrthonormalBasis ι ℂ S) (E : ι → ℝ) (g : ι)
    (n : R → S →ₗ[ℂ] S) (v : R → ℝ) (r : R) (hn : (n r).IsSymmetric) :
    ⟪firstOrder u E g (siteOperator n v), n r (u g)⟫_ℂ
      + ⟪u g, n r (firstOrder u E g (siteOperator n v))⟫_ℂ
      = ((∑ s, chi u E g n r s * v s : ℝ) : ℂ) := by
  have h1 : ⟪firstOrder u E g (siteOperator n v), n r (u g)⟫_ℂ
      = conj ⟪u g, n r (firstOrder u E g (siteOperator n v))⟫_ℂ := by
    rw [inner_conj_symm]
    exact (hn _ _).symm
  have h2 : ⟪u g, n r (firstOrder u E g (siteOperator n v))⟫_ℂ
      = -∑ s, (v s : ℂ) * ∑ k ∈ univ.erase g,
        ⟪u g, n r (u k)⟫_ℂ * ⟪u k, n s (u g)⟫_ℂ / ((E k : ℂ) - E g) := by
    simp only [firstOrder, siteOperator, map_neg, map_sum, map_smul, inner_neg_right, inner_sum,
      inner_smul_right, LinearMap.sum_apply, LinearMap.smul_apply]
    simp only [Finset.mul_sum, Finset.sum_div, Finset.sum_mul]
    rw [Finset.sum_comm]
    exact congrArg Neg.neg (Finset.sum_congr rfl fun s _ =>
      Finset.sum_congr rfl fun k _ => by ring)
  rw [h1, add_comm, Complex.add_conj, h2]
  refine congrArg Complex.ofReal ?_
  simp only [chi, Complex.neg_re, Complex.re_sum, Complex.re_ofReal_mul]
  rw [mul_neg, Finset.mul_sum, ← Finset.sum_neg_distrib]
  exact Finset.sum_congr rfl fun s _ => by ring
```

## Sum rules and shifts of the origin

The hypothesis `hN` is the condition $\sum_r n_r=N\cdot 1$, with $N$ any real number. The auxiliary statement `h` is the orthogonality argument: the total number operator has no matrix element between different basis states. Each half of the proof exchanges the sums over sites and levels and applies `h` to one of the two factors.

Neither Hermiticity nor the gap is assumed, because the cancellation happens in the numerators. The gap is still needed for `chi` to have its physical meaning, since Lean assigns the value zero to a division by zero.

```lean
/-- If the site densities add up to a fixed particle number, every row and every column of
the response kernel sums to zero. -/
theorem chi_sum_rules [Fintype R] (u : OrthonormalBasis ι ℂ S) (E : ι → ℝ) (g : ι)
    (n : R → S →ₗ[ℂ] S) (N : ℝ) (hN : ∑ r, n r = (N : ℂ) • LinearMap.id) :
    (∀ r, ∑ s, chi u E g n r s = 0) ∧ (∀ s, ∑ r, chi u E g n r s = 0) := by
  -- the particle number has no matrix elements between different basis states
  have h : ∀ j k, j ≠ k → ∑ s, ⟪u j, n s (u k)⟫_ℂ = 0 := by
    intro j k hjk
    rw [← inner_sum, ← LinearMap.sum_apply, hN, LinearMap.smul_apply, LinearMap.id_apply,
      inner_smul_right, u.orthonormal.2 hjk, mul_zero]
  constructor
  · intro r
    simp only [chi]
    rw [← Finset.mul_sum, ← Complex.re_sum, Finset.sum_comm, Finset.sum_eq_zero,
      Complex.zero_re, mul_zero]
    intro k hk
    rw [← Finset.sum_div, ← Finset.mul_sum, h k g (Finset.ne_of_mem_erase hk), mul_zero, zero_div]
  · intro s
    simp only [chi]
    rw [← Finset.mul_sum, ← Complex.re_sum, Finset.sum_comm, Finset.sum_eq_zero,
      Complex.zero_re, mul_zero]
    intro k hk
    rw [← Finset.sum_div, ← Finset.sum_mul, h g k (Finset.ne_of_mem_erase hk).symm, zero_mul,
      zero_div]
```

The equivalence concerns an arbitrary real kernel, with no quantum mechanics in it. The forward direction uses the probes chosen above, a single site against a constant. In the backward direction, `h1` removes the shift $b$ by means of the row sums, and `h2` then removes $a$ by means of the column sums.

```lean
/-- The polarisability of a real kernel is unchanged by every shift of every two coordinate lists
exactly when all rows and all columns of the kernel sum to zero. -/
theorem origin_independent_iff [Fintype R] (χ : R → R → ℝ) :
    (∀ (x y : R → ℝ) (a b : ℝ),
      polarisability χ (fun r => x r + a) (fun s => y s + b) = polarisability χ x y)
      ↔ (∀ r, ∑ s, χ r s = 0) ∧ (∀ s, ∑ r, χ r s = 0) := by
  classical
  constructor
  · intro h
    constructor
    · -- probe one site against a constant potential
      intro r
      have h1 := h (fun t => if t = r then 1 else 0) (fun _ => 0) 0 1
      simp only [polarisability, add_zero, zero_add, mul_one, mul_zero, Finset.sum_const_zero,
        neg_zero, ← Finset.mul_sum] at h1
      simpa using h1
    · intro s
      have h1 := h (fun _ => 0) (fun t => if t = s then 1 else 0) 1 0
      simpa [polarisability] using h1
  · rintro ⟨hr, hc⟩ x y a b
    unfold polarisability
    have h1 : ∀ r, ∑ s, (x r + a) * χ r s * (y s + b) = ∑ s, (x r + a) * χ r s * y s := by
      intro r
      have e : ∑ s, (x r + a) * χ r s * (y s + b)
          = ∑ s, (x r + a) * χ r s * y s + (x r + a) * b * ∑ s, χ r s := by
        rw [Finset.mul_sum, ← Finset.sum_add_distrib]
        exact Finset.sum_congr rfl fun s _ => by ring
      rw [e, hr, mul_zero, add_zero]
    have h2 : ∀ s, ∑ r, (x r + a) * χ r s * y s = ∑ r, x r * χ r s * y s := by
      intro s
      have e : ∑ r, (x r + a) * χ r s * y s
          = ∑ r, x r * χ r s * y s + a * y s * ∑ r, χ r s := by
        rw [Finset.mul_sum, ← Finset.sum_add_distrib]
        exact Finset.sum_congr rfl fun r _ => by ring
      rw [e, hc, mul_zero, add_zero]
    rw [Finset.sum_congr rfl fun r _ => h1 r, Finset.sum_comm,
      Finset.sum_congr rfl fun s _ => h2 s, Finset.sum_comm]
```

Origin independence now follows by feeding the sum rules into the equivalence. The two shifts are independent. For the diagonal component along an axis, moving the molecule along that axis is the case $x=y$, $a=b$; for an off-diagonal component, the same motion shifts only one of the two lists.

```lean
/-- If the site densities add up to a fixed particle number, the polarisability does not
depend on the origins from which the two coordinates are measured. -/
theorem polarisability_origin_independent [Fintype R] (u : OrthonormalBasis ι ℂ S) (E : ι → ℝ)
    (g : ι) (n : R → S →ₗ[ℂ] S) (N : ℝ) (hN : ∑ r, n r = (N : ℂ) • LinearMap.id)
    (x y : R → ℝ) (a b : ℝ) :
    polarisability (chi u E g n) (fun r => x r + a) (fun s => y s + b)
      = polarisability (chi u E g n) x y :=
  (origin_independent_iff _).2 (chi_sum_rules u E g n N hN) x y a b
```

The smallest case is a single site. Its one row has one entry, so $\chi=0$ and the polarisability vanishes: there is nowhere for the charge to go.

## One electron on two sites

The first case with a response is one electron shared by two sites that both have on-site energy 0 and are coupled by a hopping element $-1$. In the basis of bonding and antibonding states the Hamiltonian is diagonal, with levels $-1$ and $1$.

```lean
/-- The Hamiltonian `diag(-1, 1)` of a two-level system. -/
def twoLevel : EuclideanSpace ℂ (Fin 2) →ₗ[ℂ] EuclideanSpace ℂ (Fin 2) where
  toFun w := !₂[-w 0, w 1]
  map_add' v w := by
    ext i
    fin_cases i <;> simp
    ring
  map_smul' c w := by ext i; fin_cases i <;> simp
```

The normalised site states are $(u_0\pm u_1)/\sqrt2$, with the plus sign for site 0. The site densities are the projectors on them.

```lean
/-- The projectors on the sum (site 0) and the difference (site 1) of the two levels. -/
def twoSite (s : Fin 2) : EuclideanSpace ℂ (Fin 2) →ₗ[ℂ] EuclideanSpace ℂ (Fin 2) where
  toFun w := !₂[(w 0 + (![1, -1] : Fin 2 → ℂ) s * w 1) / 2,
    ((![1, -1] : Fin 2 → ℂ) s * w 0 + w 1) / 2]
  map_add' v w := by ext i; fin_cases i <;> simp <;> ring
  map_smul' c w := by ext i; fin_cases i <;> simp <;> ring
```

The theorem below confirms that this model has the required eigenvectors, gap, Hermitian site densities and particle number $N=1$, and it evaluates one entry of the kernel. Only $k=1$ contributes. Both matrix elements are $1/2$ and the gap is 2, so $\chi(0,0)=-2\cdot\tfrac14\cdot\tfrac12=-\tfrac14$. The proof checks the operator identities component by component.

```lean
/-- The two-level system with its two site projectors has the levels -1 and 1, Hermitian site
densities that add up to one particle, and the response `χ(0,0) = -1/4`. -/
theorem twoSite_witness :
    (∀ k, twoLevel (EuclideanSpace.basisFun (Fin 2) ℂ k)
      = (((![-1, 1] : Fin 2 → ℝ) k : ℝ) : ℂ) • EuclideanSpace.basisFun (Fin 2) ℂ k)
    ∧ (∀ k : Fin 2, k ≠ 0 → (![-1, 1] : Fin 2 → ℝ) 0 < (![-1, 1] : Fin 2 → ℝ) k)
    ∧ (∀ s, (twoSite s).IsSymmetric)
    ∧ ∑ s, twoSite s = ((1 : ℝ) : ℂ) • LinearMap.id
    ∧ chi (EuclideanSpace.basisFun (Fin 2) ℂ) ![-1, 1] 0 twoSite 0 0 = -1 / 4 := by
  refine ⟨?_, ?_, ?_, ?_, ?_⟩
  · intro k
    ext i
    fin_cases k <;> fin_cases i <;> simp [twoLevel]
  · intro k hk
    fin_cases k
    · exact absurd rfl hk
    · norm_num
  · intro s v w
    have h2 : conj (2 : ℂ) = 2 := Complex.conj_eq_iff_real.2 ⟨2, by norm_num⟩
    fin_cases s <;> simp [twoSite, PiLp.inner_apply, Fin.sum_univ_succ, h2] <;> ring
  · ext w i
    fin_cases i <;> simp [twoSite, Fin.sum_univ_succ] <;> ring
  · have he : (univ.erase 0 : Finset (Fin 2)) = {1} := by decide
    rw [chi, he, Finset.sum_singleton]
    simp [twoSite, PiLp.inner_apply]
    norm_num

end

end CondensedPolarisability
```

```lean
#print axioms CondensedPolarisability.sternheimer
#print axioms CondensedPolarisability.density_response
#print axioms CondensedPolarisability.polarisability_origin_independent
```

```
'CondensedPolarisability.sternheimer' depends on axioms: [propext, Classical.choice, Quot.sound]
'CondensedPolarisability.density_response' depends on axioms: [propext, Classical.choice, Quot.sound]
'CondensedPolarisability.polarisability_origin_independent' depends on axioms: [propext, Classical.choice, Quot.sound]
```

The sum rules fix the rest of the kernel: $\chi(0,1)=\chi(1,0)=\tfrac14$ and $\chi(1,1)=-\tfrac14$. For sites a distance $d$ apart, with the origin on site 0, the coordinates are $(0,d)$ and $\alpha=-\chi(1,1)\,d^2=d^2/4$. With the origin at the midpoint they are $(-d/2,d/2)$, all four entries contribute $d^2/16$ each, and the total is again $d^2/4$.
